# The lattice density map is Lipschitz with constant $2N$

Take $N$ spinless fermions on a finite set of $L$ sites, and let $\rho_i(\psi)$ be the mean occupation of site $i$ in the state vector $\psi$. For unit vectors $\psi,\varphi$,
$$D(\psi,\varphi)=\sum_i|\rho_i(\psi)-\rho_i(\varphi)|\le 2N\,\|\psi-\varphi\|,$$
and for $N>0$, $2N\le L$ no smaller constant works. In density functional theory on a finite lattice, with pure states of fixed particle number, this controls the density error by the wavefunction error. No Hamiltonian enters, and nothing is said about recovering a state or potential from a density.

## The model

```lean
import Mathlib

open scoped ComplexConjugate NNReal

namespace LatticeDensityLipschitz

noncomputable section
```

This loads Mathlib and two notations: `conj` for complex conjugation and `ℝ≥0` for nonnegative reals.

```lean
/-- Configurations of `N` spinless fermions: `N`-element subsets of the site set. -/
abbrev Config (ι : Type*) (N : ℕ) := {S : Finset ι // S.card = N}
```

The type `ι` is the set of sites. A configuration $S$ is a subset with exactly $N$ elements; `S.1` is the subset and `S.2` the proof of its size.

```lean
/-- `N`-fermion state vectors: one complex amplitude per configuration, Euclidean norm. -/
abbrev State (ι : Type*) (N : ℕ) := EuclideanSpace ℂ (Config ι N)
```

A state is one complex amplitude $\psi_S$, written `ψ S`, per configuration, with the Euclidean norm; it need not be normalised. The configurations label orthonormal basis vectors $|S\rangle$. Fermionic ordering signs are absorbed in these vectors and appear nowhere.

```lean
variable {ι : Type*} [Fintype ι] [DecidableEq ι] {N : ℕ}

/-- Occupation number (0 or 1) of site `i` in the configuration `S`. -/
def occ (S : Config ι N) (i : ι) : ℝ := if i ∈ S.1 then 1 else 0
```

The site set is finite, with $L$ given by `Fintype.card ι`. The occupation $n_i(S)$ is $1$ if $i\in S$ and $0$ otherwise.

```lean
/-- Site density `ρ_i(ψ) = ∑_S n_i(S) |ψ_S|²`. -/
def density (ψ : State ι N) (i : ι) : ℝ := ∑ S, occ S i * ‖ψ S‖ ^ 2
```

This is $\rho_i(\psi)=\sum_S n_i(S)|\psi_S|^2$, with no division by $\|\psi\|^2$, so it is an expectation value for unit vectors. On a complex number `‖ ‖` is the modulus.

```lean
/-- The `ℓ¹` distance `∑_i |ρ_i(ψ) - ρ_i(φ)|` between the densities of two states. -/
def densityDist (ψ φ : State ι N) : ℝ := ∑ i, |density ψ i - density φ i|
```

This is $D(\psi,\varphi)$.

```lean
/-- The density as an element of `ℓ¹` over the sites. -/
def densityL1 (ψ : State ι N) : PiLp 1 (fun _ : ι => ℝ) := WithLp.toLp 1 (density ψ)
```

The same numbers $\rho_i$ are regarded as a point of `PiLp 1`, real vectors over sites with the $\ell^1$ distance.

```lean
/-- The state with real amplitude `a` on `S`, `b` on `T` (if `T ≠ S`) and zero elsewhere. -/
def twoConfig (S T : Config ι N) (a b : ℝ) : State ι N :=
  WithLp.toLp 2 fun U => if U = S then (a : ℂ) else if U = T then (b : ℂ) else 0
```

For $S\ne T$ and real $a,b$ this is $a|S\rangle+b|T\rangle$.

## The main bound

```lean
/-- The occupation numbers of one configuration add up to `N`. -/
theorem sum_occ (S : Config ι N) : ∑ i, occ S i = N := by
  have h : S.1.card = N := S.2
  unfold occ
  rw [Finset.sum_ite_mem, Finset.univ_inter, Finset.sum_const, h]
  simp
```

$\sum_i n_i(S)=N$: the sum counts the elements of $S$.

```lean
omit [DecidableEq ι] in
/-- The squared norm of a state is the sum of the configuration weights `|ψ_S|²`. -/
theorem norm_sq_eq_sum (ψ : State ι N) : ‖ψ‖ ^ 2 = ∑ S, ‖ψ S‖ ^ 2 := by
  rw [EuclideanSpace.norm_eq, Real.sq_sqrt (Finset.sum_nonneg fun _ _ => sq_nonneg _)]
```

$\|\psi\|^2=\sum_S|\psi_S|^2$, obtained by squaring the square root that defines the norm.

```lean
omit [DecidableEq ι] in
/-- Spreading a signed quantity `d_S` over sites with nonnegative weights of total `K` per
configuration gives an `ℓ¹` norm at most `K` times that of `d`. -/
theorem spread_le (w : Config ι N → ι → ℝ) (d : Config ι N → ℝ) (K : ℝ)
    (hw : ∀ S i, 0 ≤ w S i) (hK : ∀ S, ∑ i, w S i = K) :
    ∑ i, |∑ S, w S i * d S| ≤ K * ∑ S, |d S| := by
  calc ∑ i, |∑ S, w S i * d S| ≤ ∑ i, ∑ S, w S i * |d S| := by
        refine Finset.sum_le_sum fun i _ =>
          (Finset.abs_sum_le_sum_abs _ _).trans (le_of_eq ?_)
        refine Finset.sum_congr rfl fun S _ => ?_
        rw [abs_mul, abs_of_nonneg (hw S i)]
    _ = ∑ S, K * |d S| := by
        rw [Finset.sum_comm]
        refine Finset.sum_congr rfl fun S _ => ?_
        rw [← Finset.sum_mul, hK S]
    _ = K * ∑ S, |d S| := by rw [Finset.mul_sum]
```

Let $w_i(S)\ge0$ be weights (`hw`) with $\sum_i w_i(S)=K$ for every $S$ (`hK`), and let $d_S$ be real numbers. Then
$$\sum_i\Big|\sum_S w_i(S)d_S\Big|\le\sum_i\sum_S w_i(S)|d_S|=\sum_S K|d_S|=K\sum_S|d_S|.$$
A `calc` block is such a chain with one justification per link: here the triangle inequality, the exchange of sums `Finset.sum_comm` with `hK`, and taking out $K$.

```lean
omit [DecidableEq ι] in
/-- The `ℓ¹` distance of the configuration weights is at most `‖ψ + φ‖ ‖ψ - φ‖`. -/
theorem weight_dist_le (ψ φ : State ι N) :
    ∑ S, |‖ψ S‖ ^ 2 - ‖φ S‖ ^ 2| ≤ ‖ψ + φ‖ * ‖ψ - φ‖ := by
  -- |a|² - |b|² is the real part of (a + b) conj (a - b)
  have hpt : ∀ a b : ℂ, |‖a‖ ^ 2 - ‖b‖ ^ 2| ≤ ‖a + b‖ * ‖a - b‖ := by
    intro a b
    have e : ‖a‖ ^ 2 - ‖b‖ ^ 2 = ((a + b) * conj (a - b)).re := by
      rw [Complex.sq_norm a, Complex.sq_norm b]
      simp only [Complex.normSq_apply, Complex.mul_re, Complex.add_re, Complex.add_im,
        Complex.conj_re, Complex.conj_im, Complex.sub_re, Complex.sub_im]
      ring
    rw [e]
    refine (Complex.abs_re_le_norm _).trans (le_of_eq ?_)
    rw [norm_mul, Complex.norm_conj]
  -- Cauchy-Schwarz over configurations
  have hcs : (∑ S, ‖(ψ + φ) S‖ * ‖(ψ - φ) S‖) ^ 2 ≤ (‖ψ + φ‖ * ‖ψ - φ‖) ^ 2 := by
    have e : (‖ψ + φ‖ * ‖ψ - φ‖) ^ 2 = ‖ψ + φ‖ ^ 2 * ‖ψ - φ‖ ^ 2 := by ring
    rw [e, norm_sq_eq_sum (ψ + φ), norm_sq_eq_sum (ψ - φ)]
    exact Finset.sum_mul_sq_le_sq_mul_sq Finset.univ
      (fun S => ‖(ψ + φ) S‖) (fun S => ‖(ψ - φ) S‖)
  calc ∑ S, |‖ψ S‖ ^ 2 - ‖φ S‖ ^ 2| ≤ ∑ S, ‖(ψ + φ) S‖ * ‖(ψ - φ) S‖ := by
        refine Finset.sum_le_sum fun S _ => ?_
        simpa only [PiLp.add_apply, PiLp.sub_apply] using hpt (ψ S) (φ S)
    _ ≤ ‖ψ + φ‖ * ‖ψ - φ‖ :=
        (sq_le_sq₀ (Finset.sum_nonneg fun S _ => by positivity) (by positivity)).mp hcs
```

For complex $a,b$, $(a+b)\overline{(a-b)}=|a|^2-|b|^2+(b\bar a-a\bar b)$, and the last bracket is imaginary. The real part is therefore $|a|^2-|b|^2$, and $\big||a|^2-|b|^2\big|\le|a+b|\,|a-b|$; this is `hpt`, where `ring` checks the algebra in components. Summing over $S$ and using Cauchy–Schwarz (`hcs`, in squared form),
$$\sum_S\big||\psi_S|^2-|\varphi_S|^2\big|\le\sum_S|\psi_S+\varphi_S|\,|\psi_S-\varphi_S|\le\|\psi+\varphi\|\,\|\psi-\varphi\|.$$

```lean
/-- For arbitrary `N`-fermion vectors, `∑_i |ρ_i(ψ) - ρ_i(φ)| ≤ N ‖ψ + φ‖ ‖ψ - φ‖`. -/
theorem densityDist_le_general (ψ φ : State ι N) :
    densityDist ψ φ ≤ N * (‖ψ + φ‖ * ‖ψ - φ‖) := by
  have hd : ∀ i, density ψ i - density φ i
      = ∑ S, occ S i * (‖ψ S‖ ^ 2 - ‖φ S‖ ^ 2) := by
    intro i
    simp only [density, mul_sub, Finset.sum_sub_distrib]
  have hocc : ∀ (S : Config ι N) (i : ι), 0 ≤ occ S i := by
    intro S i
    unfold occ
    split_ifs <;> norm_num
  calc densityDist ψ φ = ∑ i, |∑ S, occ S i * (‖ψ S‖ ^ 2 - ‖φ S‖ ^ 2)| := by
        simp only [densityDist, hd]
    _ ≤ N * ∑ S, |‖ψ S‖ ^ 2 - ‖φ S‖ ^ 2| :=
        spread_le (fun S i => occ S i) (fun S => ‖ψ S‖ ^ 2 - ‖φ S‖ ^ 2) N hocc sum_occ
    _ ≤ N * (‖ψ + φ‖ * ‖ψ - φ‖) :=
        mul_le_mul_of_nonneg_left (weight_dist_le ψ φ) (Nat.cast_nonneg N)
```

Set $d_S=|\psi_S|^2-|\varphi_S|^2$. Then $\rho_i(\psi)-\rho_i(\varphi)=\sum_S n_i(S)d_S$ (`hd`). Applying `spread_le` with $w_i(S)=n_i(S)$, $K=N$, and then `weight_dist_le`, gives for arbitrary vectors
$$D\le N\sum_S|d_S|\le N\,\|\psi+\varphi\|\,\|\psi-\varphi\|.$$

```lean
/-- For unit `N`-fermion vectors, `∑_i |ρ_i(ψ) - ρ_i(φ)| ≤ 2 N ‖ψ - φ‖`. -/
theorem densityDist_le (ψ φ : State ι N) (hψ : ‖ψ‖ = 1) (hφ : ‖φ‖ = 1) :
    densityDist ψ φ ≤ 2 * N * ‖ψ - φ‖ := by
  have h2 : ‖ψ + φ‖ ≤ 2 := by
    have h := norm_add_le ψ φ
    linarith
  calc densityDist ψ φ ≤ N * (‖ψ + φ‖ * ‖ψ - φ‖) := densityDist_le_general ψ φ
    _ ≤ N * (2 * ‖ψ - φ‖) :=
        mul_le_mul_of_nonneg_left (mul_le_mul_of_nonneg_right h2 (norm_nonneg _))
          (Nat.cast_nonneg N)
    _ = 2 * N * ‖ψ - φ‖ := by ring
```

The hypotheses `hψ` and `hφ` say that both vectors have norm one. Then $\|\psi+\varphi\|\le\|\psi\|+\|\varphi\|=2$ (`h2`), and the general bound becomes $D\le2N\|\psi-\varphi\|$.

```lean
/-- The density map from the unit sphere of `N`-fermion states to `ℓ¹` over the sites is
Lipschitz with constant `2 N`. -/
theorem density_lipschitz :
    LipschitzOnWith (2 * (N : ℝ≥0)) (densityL1 : State ι N → PiLp 1 (fun _ : ι => ℝ))
      (Metric.sphere 0 1) := by
  refine LipschitzOnWith.of_dist_le_mul fun ψ hψ φ hφ => ?_
  have h := densityDist_le ψ φ (mem_sphere_zero_iff_norm.mp hψ)
    (mem_sphere_zero_iff_norm.mp hφ)
  have e : dist (densityL1 ψ) (densityL1 φ) = densityDist ψ φ := by
    exact PiLp.dist_eq_of_L1 _ _
  rw [e, dist_eq_norm ψ φ]
  push_cast
  exact h
```

The same inequality in Mathlib's vocabulary: `Metric.sphere 0 1` is the set of unit vectors, and `LipschitzOnWith` says that distances of images are at most $2N$ times distances of points in that set. The proof identifies the $\ell^1$ distance with $D$ (`e`) and cites `densityDist_le`.

## Two further bounds

```lean
/-- For unit vectors, `∑_i |ρ_i(ψ) - ρ_i(φ)| ≤ 2 N √(1 - |⟨ψ, φ⟩|²)`. -/
theorem densityDist_le_overlap (ψ φ : State ι N) (hψ : ‖ψ‖ = 1) (hφ : ‖φ‖ = 1) :
    densityDist ψ φ ≤ 2 * N * Real.sqrt (1 - ‖inner ℂ ψ φ‖ ^ 2) := by
  -- a global phase that makes the overlap real and nonnegative
  have hphase : ∀ z : ℂ, ∃ u : ℂ, ‖u‖ = 1 ∧ u * z = (‖z‖ : ℂ) := by
    intro z
    by_cases hz : z = 0
    · exact ⟨1, by simp, by simp [hz]⟩
    · refine ⟨(‖z‖ : ℂ) / z, ?_, ?_⟩
      · rw [norm_div, Complex.norm_real, norm_norm, div_self (norm_ne_zero_iff.mpr hz)]
      · rw [div_eq_mul_inv, mul_assoc, inv_mul_cancel₀ hz, mul_one]
  obtain ⟨u, hu, huz⟩ := hphase (inner ℂ ψ φ)
  -- the phase does not change the density
  have hdist : densityDist ψ (u • φ) = densityDist ψ φ := by
    simp only [densityDist, density, PiLp.smul_apply, norm_smul, hu, one_mul]
  have hχ : ‖u • φ‖ = 1 := by rw [norm_smul, hu, hφ, one_mul]
  have hin : RCLike.re (inner ℂ ψ (u • φ)) = ‖inner ℂ ψ φ‖ := by
    rw [inner_smul_right, huz]
    exact Complex.ofReal_re _
  have h1 := norm_add_sq (𝕜 := ℂ) ψ (u • φ)
  have h2 := norm_sub_sq (𝕜 := ℂ) ψ (u • φ)
  rw [hin, hψ, hχ] at h1 h2
  have key : ∀ A B c : ℝ, A ^ 2 = 1 ^ 2 + 2 * c + 1 ^ 2 → B ^ 2 = 1 ^ 2 - 2 * c + 1 ^ 2 →
      1 - c ^ 2 = (A * B / 2) ^ 2 := by
    intro A B c k1 k2
    linear_combination (-(B ^ 2 / 4)) * k1 - ((2 + 2 * c) / 4) * k2
  have hsq := key _ _ _ h1 h2
  have h := densityDist_le_general ψ (u • φ)
  rw [hdist] at h
  rw [hsq, Real.sqrt_sq (by positivity)]
  exact h.trans (le_of_eq (by ring))
```

The norm $\|\psi-\varphi\|$ depends on the relative phase, while $D$ does not. Let $s=|\langle\psi,\varphi\rangle|$, where `inner ℂ ψ φ` is antilinear in $\psi$ as in Dirac notation. Choose $u$ with $|u|=1$ and $u\langle\psi,\varphi\rangle=s$ (`hphase`): $u=s/\langle\psi,\varphi\rangle$, or $u=1$ for orthogonal states. The vector $u\varphi$ is a unit vector with the density of $\varphi$ (`hχ`, `hdist`), and $\|\psi\pm u\varphi\|^2=2\pm2s$ (`h1`, `h2`). Multiplying, $\|\psi+u\varphi\|^2\|\psi-u\varphi\|^2=4(1-s^2)$, which is `key`; the tactic `linear_combination` verifies an identity as a stated combination of hypotheses. The general bound gives $D\le2N\sqrt{1-s^2}$.

```lean
/-- For unit vectors on `L` sites, `∑_i |ρ_i(ψ) - ρ_i(φ)| ≤ 2 (L - N) ‖ψ - φ‖`. -/
theorem densityDist_le_holes (ψ φ : State ι N) (hψ : ‖ψ‖ = 1) (hφ : ‖φ‖ = 1) :
    densityDist ψ φ ≤ 2 * ((Fintype.card ι : ℝ) - N) * ‖ψ - φ‖ := by
  have hsum : ∑ S, ‖ψ S‖ ^ 2 = ∑ S, ‖φ S‖ ^ 2 := by
    rw [← norm_sq_eq_sum ψ, ← norm_sq_eq_sum φ, hψ, hφ]
  -- equal normalisation: the hole densities differ by the opposite amount
  have hd : ∀ i, |density ψ i - density φ i|
      = |∑ S, (1 - occ S i) * (‖ψ S‖ ^ 2 - ‖φ S‖ ^ 2)| := by
    intro i
    have e : ∑ S, (1 - occ S i) * (‖ψ S‖ ^ 2 - ‖φ S‖ ^ 2)
        = -(density ψ i - density φ i) := by
      simp only [density, sub_mul, mul_sub, one_mul, Finset.sum_sub_distrib]
      linarith [hsum]
    rw [e, abs_neg]
  have hw : ∀ (S : Config ι N) (i : ι), 0 ≤ 1 - occ S i := by
    intro S i
    unfold occ
    split_ifs <;> norm_num
  have hK : ∀ S : Config ι N, ∑ i, (1 - occ S i) = (Fintype.card ι : ℝ) - N := by
    intro S
    rw [Finset.sum_sub_distrib, sum_occ S]
    simp
  have hne : ∑ S, ‖ψ S‖ ^ 2 ≠ 0 := by
    rw [← norm_sq_eq_sum ψ, hψ]
    norm_num
  obtain ⟨S₀, -, -⟩ := Finset.exists_ne_zero_of_sum_ne_zero hne
  have hK0 : 0 ≤ (Fintype.card ι : ℝ) - N := by
    rw [← hK S₀]
    exact Finset.sum_nonneg fun i _ => hw S₀ i
  have h2 : ‖ψ + φ‖ ≤ 2 := by
    have h := norm_add_le ψ φ
    linarith
  calc densityDist ψ φ = ∑ i, |∑ S, (1 - occ S i) * (‖ψ S‖ ^ 2 - ‖φ S‖ ^ 2)| := by
        simp only [densityDist, hd]
    _ ≤ ((Fintype.card ι : ℝ) - N) * ∑ S, |‖ψ S‖ ^ 2 - ‖φ S‖ ^ 2| :=
        spread_le (fun S i => 1 - occ S i) (fun S => ‖ψ S‖ ^ 2 - ‖φ S‖ ^ 2) _ hw hK
    _ ≤ ((Fintype.card ι : ℝ) - N) * (2 * ‖ψ - φ‖) :=
        mul_le_mul_of_nonneg_left
          ((weight_dist_le ψ φ).trans (mul_le_mul_of_nonneg_right h2 (norm_nonneg _))) hK0
    _ = 2 * ((Fintype.card ι : ℝ) - N) * ‖ψ - φ‖ := by ring
```

For unit vectors $\sum_S d_S=1-1=0$ (`hsum`), so
$$\sum_S\big(1-n_i(S)\big)d_S=-\big(\rho_i(\psi)-\rho_i(\varphi)\big).$$
The hole occupations $1-n_i(S)$ are nonnegative and add up to $L-N$. With these weights `spread_le` gives $D\le(L-N)\sum_S|d_S|\le2(L-N)\|\psi-\varphi\|$, which has the smaller constant above half filling. The last step needs $L-N\ge0$. A unit vector has a nonzero amplitude, so a configuration `S₀` exists, and its hole count is $L-N$ (`hK0`).

## Sharpness of the constant

```lean
/-- In the state `a|S⟩ + b|T⟩` with `S ≠ T`, the weighted sum of a configuration function
`g` is `g(S) a² + g(T) b²`. -/
theorem twoConfig_sum (S T : Config ι N) (hST : S ≠ T) (a b : ℝ) (g : Config ι N → ℝ) :
    ∑ U, g U * ‖twoConfig S T a b U‖ ^ 2 = g S * a ^ 2 + g T * b ^ 2 := by
  have h : ∀ U, g U * ‖twoConfig S T a b U‖ ^ 2
      = (if U = S then g S * a ^ 2 else 0) + (if U = T then g T * b ^ 2 else 0) := by
    intro U
    have e : twoConfig S T a b U
        = if U = S then (a : ℂ) else if U = T then (b : ℂ) else 0 := rfl
    rw [e]
    by_cases h1 : U = S
    · subst h1
      simp [hST]
    · by_cases h2 : U = T
      · subst h2
        simp [h1]
      · simp [h1, h2]
  simp only [h, Finset.sum_add_distrib, Finset.sum_ite_eq', Finset.mem_univ, if_true]
```

For any real function $g$ of configurations, $\sum_U g(U)|\psi_U|^2=g(S)a^2+g(T)b^2$ when $\psi=a|S\rangle+b|T\rangle$ and $S\ne T$. The proof splits into $U=S$, $U=T$ and neither. Taking $g=1$ gives the squared norm $a^2+b^2$, and $g=n_i$ gives the density.

```lean
/-- For distinct disjoint configurations, the densities of `a|S⟩ + b|T⟩` and `b|S⟩ + a|T⟩`
are at `ℓ¹` distance `2 N |a² - b²|`. -/
theorem twoConfig_densityDist (S T : Config ι N) (hST : S ≠ T) (hd : Disjoint S.1 T.1)
    (a b : ℝ) :
    densityDist (twoConfig S T a b) (twoConfig S T b a) = 2 * N * |a ^ 2 - b ^ 2| := by
  have hρ : ∀ (x y : ℝ) (i : ι),
      density (twoConfig S T x y) i = occ S i * x ^ 2 + occ T i * y ^ 2 :=
    fun x y i => twoConfig_sum S T hST x y (fun U => occ U i)
  have ho : ∀ i, |occ S i - occ T i| = occ S i + occ T i := by
    intro i
    by_cases hS : i ∈ S.1
    · have hT : i ∉ T.1 := Finset.disjoint_left.mp hd hS
      simp [occ, hS, hT]
    · by_cases hT : i ∈ T.1
      · simp [occ, hS, hT]
      · simp [occ, hS, hT]
  have hp : ∀ i, |density (twoConfig S T a b) i - density (twoConfig S T b a) i|
      = (occ S i + occ T i) * |a ^ 2 - b ^ 2| := by
    intro i
    have e : density (twoConfig S T a b) i - density (twoConfig S T b a) i
        = (occ S i - occ T i) * (a ^ 2 - b ^ 2) := by
      rw [hρ a b i, hρ b a i]
      ring
    rw [e, abs_mul, ho i]
  simp only [densityDist, hp]
  rw [← Finset.sum_mul, Finset.sum_add_distrib, sum_occ S, sum_occ T]
  ring
```

For $\psi=a|S\rangle+b|T\rangle$ and $\varphi=b|S\rangle+a|T\rangle$,
$$\rho_i(\psi)-\rho_i(\varphi)=\big(n_i(S)-n_i(T)\big)(a^2-b^2).$$
Disjoint configurations never occupy the same site, so $|n_i(S)-n_i(T)|=n_i(S)+n_i(T)$ (`ho`). Summing over $i$ gives $D=2N|a^2-b^2|$. The vectors are unnormalised; after normalisation, for $(a,b)\ne(0,0)$, the value is $2N|a^2-b^2|/(a^2+b^2)$.

```lean
/-- If `0 < N` and there are at least `2 N` sites, then for every `c < 2 N` some pair of
unit vectors has `c ‖ψ - φ‖ < ∑_i |ρ_i(ψ) - ρ_i(φ)|`. -/
theorem constant_sharp (hN : 0 < N) (hL : 2 * N ≤ Fintype.card ι) (c : ℝ)
    (hc : c < 2 * N) :
    ∃ ψ φ : State ι N, ‖ψ‖ = 1 ∧ ‖φ‖ = 1 ∧ c * ‖ψ - φ‖ < densityDist ψ φ := by
  -- two disjoint configurations
  obtain ⟨S, T, hd⟩ : ∃ S T : Config ι N, Disjoint S.1 T.1 := by
    have h1 : N ≤ (Finset.univ : Finset ι).card := by
      rw [Finset.card_univ]
      omega
    obtain ⟨s, -, hs⟩ := Finset.exists_subset_card_eq h1
    have h2 : N ≤ (sᶜ).card := by
      rw [Finset.card_compl, hs]
      omega
    obtain ⟨t, ht, ht'⟩ := Finset.exists_subset_card_eq h2
    exact ⟨⟨s, hs⟩, ⟨t, ht'⟩,
      Finset.disjoint_left.mpr fun i hi hit => Finset.mem_compl.mp (ht hit) hi⟩
  have hST : S ≠ T := by
    intro h
    subst h
    have h0 : S.1 = ∅ := disjoint_self.mp hd
    have h2 : S.1.card = N := S.2
    rw [h0, Finset.card_empty] at h2
    omega
  -- a mixing angle with cosine p close to 1 and sine q
  have hN' : (0 : ℝ) < 2 * N := by
    have h : (0 : ℝ) < N := Nat.cast_pos.mpr hN
    linarith
  obtain ⟨p, hp1, hp2⟩ := exists_between
    (show max (c / (2 * N)) 0 < 1 from max_lt ((div_lt_one hN').mpr hc) one_pos)
  have hp0 : 0 < p := lt_of_le_of_lt (le_max_right _ _) hp1
  have hcp : c < p * (2 * N) :=
    (div_lt_iff₀ hN').mp (lt_of_le_of_lt (le_max_left _ _) hp1)
  have hpp : 0 < 1 - p ^ 2 := by nlinarith
  obtain ⟨q, hq0, hq⟩ : ∃ q : ℝ, 0 < q ∧ q ^ 2 = 1 - p ^ 2 :=
    ⟨Real.sqrt (1 - p ^ 2), Real.sqrt_pos.mpr hpp, Real.sq_sqrt hpp.le⟩
  obtain ⟨r, hr⟩ : ∃ r : ℝ, r ^ 2 = 1 / 2 :=
    ⟨Real.sqrt (1 / 2), Real.sq_sqrt (by norm_num)⟩
  have hnorm : ∀ a b x : ℝ, 0 ≤ x → a ^ 2 + b ^ 2 = x ^ 2 → ‖twoConfig S T a b‖ = x := by
    intro a b x hx h
    have h1 := twoConfig_sum S T hST a b (fun _ => 1)
    simp only [one_mul] at h1
    have h2 : ‖twoConfig S T a b‖ ^ 2 = x ^ 2 := by rw [norm_sq_eq_sum, h1, h]
    exact (sq_eq_sq₀ (norm_nonneg _) hx).mp h2
  have hsub : ∀ a b : ℝ,
      twoConfig S T a b - twoConfig S T b a = twoConfig S T (a - b) (b - a) := by
    intro a b
    refine PiLp.ext fun U => ?_
    rw [PiLp.sub_apply]
    change (if U = S then (a : ℂ) else if U = T then (b : ℂ) else 0)
        - (if U = S then (b : ℂ) else if U = T then (a : ℂ) else 0)
      = if U = S then ((a - b : ℝ) : ℂ) else if U = T then ((b - a : ℝ) : ℂ) else 0
    split_ifs <;> simp
  refine ⟨twoConfig S T (r * (p + q)) (r * (p - q)), twoConfig S T (r * (p - q)) (r * (p + q)),
    hnorm _ _ 1 zero_le_one ?_, hnorm _ _ 1 zero_le_one ?_, ?_⟩
  · linear_combination (2 * p ^ 2 + 2 * q ^ 2) * hr + hq
  · linear_combination (2 * p ^ 2 + 2 * q ^ 2) * hr + hq
  · -- distance of states 2q, distance of densities 4Npq
    have hdiff : ‖twoConfig S T (r * (p + q) - r * (p - q)) (r * (p - q) - r * (p + q))‖
        = 2 * q :=
      hnorm _ _ (2 * q) (by positivity) (by linear_combination (8 * q ^ 2) * hr)
    have hab : (r * (p + q)) ^ 2 - (r * (p - q)) ^ 2 = 2 * p * q := by
      linear_combination (4 * p * q) * hr
    have hpos : 0 < 2 * p * q := by positivity
    rw [hsub, hdiff, twoConfig_densityDist S T hST hd, hab, abs_of_pos hpos]
    nlinarith [mul_pos (sub_pos.mpr hcp) hq0]

end

end LatticeDensityLipschitz
```

If $N>0$, $2N\le L$ and $c<2N$ is real, some unit vectors satisfy $c\|\psi-\varphi\|<D$. Choose $S$ among all sites and $T$ among the remaining $L-N\ge N$; they are disjoint and nonempty, hence distinct (`hST`). Pick $p$ with $\max(c/2N,0)<p<1$, set $q=\sqrt{1-p^2}>0$, take $r$ with $r^2=\tfrac12$, and put $a=r(p+q)$, $b=r(p-q)$. Then $a^2+b^2=2r^2(p^2+q^2)=1$, so both states are unit vectors. Their difference has amplitudes $\pm2rq$ (`hsub`), so its squared norm is $8r^2q^2=4q^2$ and $\|\psi-\varphi\|=2q$ (`hdiff`). Also $a^2-b^2=4r^2pq=2pq$ (`hab`), so $D=4Npq$. Multiplying $c<2Np$ by $q>0$ and doubling gives $c\cdot2q<4Npq$, which is the claim; the final `nlinarith` is given the product with $q$. The smallest case is one particle on two sites. The theorem excludes constants below $2N$ and does not assert equality for any pair.

```lean
#print axioms LatticeDensityLipschitz.density_lipschitz
#print axioms LatticeDensityLipschitz.densityDist_le_overlap
#print axioms LatticeDensityLipschitz.densityDist_le_holes
#print axioms LatticeDensityLipschitz.constant_sharp
```

```
'LatticeDensityLipschitz.density_lipschitz' depends on axioms: [propext, Classical.choice, Quot.sound]
'LatticeDensityLipschitz.densityDist_le_overlap' depends on axioms: [propext, Classical.choice, Quot.sound]
'LatticeDensityLipschitz.densityDist_le_holes' depends on axioms: [propext, Classical.choice, Quot.sound]
'LatticeDensityLipschitz.constant_sharp' depends on axioms: [propext, Classical.choice, Quot.sound]
```

## Dropping a hypothesis, and use in code

The examples and remarks that follow are worked on paper, not in Lean.

Without normalisation the main bound fails. Take one site and one particle, so a state is a single number, and let $\psi=3$, $\varphi=2$. Then $D=9-4=5$ while $2N\|\psi-\varphi\|=2$. The general bound $N\|\psi+\varphi\|\|\psi-\varphi\|=5$ still holds, with equality.

Without $2N\le L$ sharpness fails. For $N=2$, $L=3$ the hole bound gives $D\le2\|\psi-\varphi\|$, so $c=2<4$ is exceeded by no pair of unit vectors.

For this model, an exact-diagonalisation code in the site-occupation basis can store the configurations as bit strings with $N$ ones. The numbers $n_i(S)$ form a matrix with one row per configuration, each row summing to $N$, and the density is its transpose applied to the array $|\psi_S|^2$. An eigensolver returns a vector with arbitrary overall sign or phase, so $\|\psi-\varphi\|$ between two normalised runs can be near $2$ for the same physical state. The overlap form is insensitive to this: $1-s^2\le\varepsilon^2$ for some $\varepsilon\ge0$ gives $D\le2N\varepsilon$.
